# Kinetic balance for one large and one small function: the full nonrelativistic limit holds exactly when $\sigma\cdot p\,\varphi$ is a multiple of the small function

The operator $\sigma\cdot p$ is represented here only by its result. Let $\varphi$ be a normalised large-component function. The vector $u=\sigma\cdot p\,\varphi$ is taken as given, as an element of a real inner-product space $V$, and the small-component basis is a single unit vector $x\in V$. The coupling between the large and the small function then depends on $x$ through one number, the overlap $t=\langle x,u\rangle$.

The physics behind $u$ is the identity $(\sigma\cdot p)^2=p^2$, which gives
$$\tfrac12\|u\|^2=\tfrac12\langle\varphi,p^2\varphi\rangle .$$
In units with $\hbar=m=1$, this is the nonrelativistic kinetic energy of $\varphi$. The identification belongs to the interpretation, since the Lean file works with an arbitrary vector `u`. Real scalars suit the radial Dirac problem, where the functions can be chosen real and a first-order radial operator takes the place of $\sigma\cdot p$. General complex spinors are not covered.

```lean
import Mathlib

open Filter Topology Matrix
open scoped InnerProductSpace

namespace KineticBalance

noncomputable section
```

## The two-by-two Dirac matrix

Let $v$ be the expectation value of the potential in $\varphi$ and $w$ its expectation value in $x$. The potential does not couple the two components. With the rest energy subtracted, so that the energy zero is that of a free electron at rest, the matrix is
$$D=\begin{pmatrix} v & ct\\ ct & w-2c^2\end{pmatrix}.$$
The speed of light $c$ is a real variable, while $v$, $w$, $u$ and $x$ stay fixed as it grows. The basis is orthonormal, so this is an ordinary eigenvalue problem with no overlap matrix.

```lean
/-- The Dirac matrix for one large and one small basis function, in units with `ħ = m = 1`:
`v` and `w` are the potential expectation values, `t` is the coupling through `σ·p`, and `c` is
the speed of light. -/
def diracMatrix (v w t c : ℝ) : Matrix (Fin 2) (Fin 2) ℝ :=
  !![v, c * t; c * t, w - 2 * c ^ 2]
```

In Lean, `diracMatrix v w t c` is a real matrix indexed by `Fin 2`, with index 0 for the large component and index 1 for the small one. The numbers `v` and `w` are arbitrary reals; no particular potential is assumed.

The candidate for the upper energy level is the root of the characteristic quadratic with the positive sign,
$$E(c)=\tfrac12\Bigl(v+w-2c^2+\sqrt{(v-w+2c^2)^2+4c^2t^2}\Bigr).$$

```lean
/-- The upper root of the secular equation of the Dirac matrix. -/
def upperLevel (v w t c : ℝ) : ℝ :=
  (v + w - 2 * c ^ 2 + √((v - w + 2 * c ^ 2) ^ 2 + 4 * (c * t) ^ 2)) / 2
```

At this point `upperLevel` is only a formula. The next two steps identify it as an eigenvalue, and as the largest one.

## The secular equation

A number $\mu$ is an eigenvalue if $Dy=\mu y$ for some $y\neq0$. Such a $y$ exists exactly when $\det(D-\mu)=0$, and
$$\det(D-\mu)=(v-\mu)(w-2c^2-\mu)-c^2t^2=(\mu-v)(\mu-w+2c^2)-(ct)^2 .$$
The eigenvalue condition is therefore
$$(\mu-v)(\mu-w+2c^2)=(ct)^2 .$$

```lean
/-- A number `μ` is an eigenvalue of the Dirac matrix exactly when it solves the secular equation
`(μ - v)(μ - w + 2c²) = (ct)²`. -/
theorem eigenvalue_iff_secular (v w t c μ : ℝ) :
    (∃ y : Fin 2 → ℝ, y ≠ 0 ∧ diracMatrix v w t c *ᵥ y = μ • y) ↔
      (μ - v) * (μ - w + 2 * c ^ 2) = (c * t) ^ 2 := by
  have key : ∀ y : Fin 2 → ℝ,
      !![v - μ, c * t; c * t, w - 2 * c ^ 2 - μ] *ᵥ y
        = diracMatrix v w t c *ᵥ y - μ • y := by
    intro y
    ext i
    fin_cases i <;>
      simp [diracMatrix, Matrix.mulVec, dotProduct, Fin.sum_univ_succ] <;> ring
  have hdet : (!![v - μ, c * t; c * t, w - 2 * c ^ 2 - μ]).det
      = (μ - v) * (μ - w + 2 * c ^ 2) - (c * t) ^ 2 := by
    rw [Matrix.det_fin_two_of]
    ring
  -- a nonzero kernel vector exists exactly when the determinant vanishes
  have e := Matrix.exists_mulVec_eq_zero_iff
    (M := !![v - μ, c * t; c * t, w - 2 * c ^ 2 - μ])
  rw [hdet, sub_eq_zero] at e
  rw [← e]
  simp only [key, sub_eq_zero]
```

The left side of the equivalence is the definition of an eigenvalue through a nonzero eigenvector. In the proof, `key` rewrites $(D-\mu)y$ as $Dy-\mu y$, and `hdet` computes the determinant. Mathlib's `Matrix.exists_mulVec_eq_zero_iff` supplies the link between a nonzero kernel vector and a vanishing determinant.

## The formula gives the greatest eigenvalue

Put $a=\mu-v$ and $b=\mu-w+2c^2$. Then $a+b=2\mu-(v+w-2c^2)$ and $b-a=v-w+2c^2$. The identity $(a+b)^2=(b-a)^2+4ab$ turns the secular equation into
$$\bigl(2\mu-(v+w-2c^2)\bigr)^2=(v-w+2c^2)^2+4(ct)^2 .$$
Every eigenvalue thus satisfies
$$2\mu-(v+w-2c^2)\le\sqrt{(v-w+2c^2)^2+4(ct)^2},$$
which says $\mu\le E(c)$. Choosing the positive root gives equality, so $E(c)$ is itself an eigenvalue.

```lean
/-- The upper level is the greatest eigenvalue of the Dirac matrix. -/
theorem upperLevel_isGreatest (v w t c : ℝ) :
    IsGreatest {μ : ℝ | ∃ y : Fin 2 → ℝ, y ≠ 0 ∧ diracMatrix v w t c *ᵥ y = μ • y}
      (upperLevel v w t c) := by
  constructor
  · refine (eigenvalue_iff_secular v w t c _).mpr ?_
    have hs := Real.sq_sqrt
      (show 0 ≤ (v - w + 2 * c ^ 2) ^ 2 + 4 * (c * t) ^ 2 by positivity)
    unfold upperLevel
    linear_combination hs / 4
  · intro μ hμ
    have h := (eigenvalue_iff_secular v w t c μ).mp hμ
    -- completing the square in the secular equation
    have hsq : (2 * μ - (v + w - 2 * c ^ 2)) ^ 2
        ≤ (v - w + 2 * c ^ 2) ^ 2 + 4 * (c * t) ^ 2 := by
      apply le_of_eq
      linear_combination 4 * h
    have hle := (le_abs_self _).trans (Real.abs_le_sqrt hsq)
    unfold upperLevel
    linarith
```

`IsGreatest` combines these two claims: `upperLevel v w t c` belongs to the set of eigenvalues, and it bounds that set from above. The first half of the proof inserts the square of the square root, `hs`, into the secular equation. The second half completes the square in `hsq` and passes to the root with `Real.abs_le_sqrt`.

## The limit of infinite speed of light

In the formula for $E(c)$, two terms of order $c^2$ cancel, and the finite remainder is what matters. To expose it, set $e=1/c^2$ and $q=2+(v-w)e$, so that $v-w+2c^2=c^2q$. The discriminant becomes
$$c^4q^2+4c^2t^2=c^4\,(q^2+4t^2e).$$
With $r=\sqrt{q^2+4t^2e}$ and $c>0$, the level is
$$E(c)=v+\frac{c^2(r-q)}2 .$$
Since $r^2-q^2=4t^2e$ and $c^2e=1$, multiplying numerator and denominator by $r+q$ gives
$$E(c)=v+\frac{2t^2}{q+r},$$
provided that $q+r\neq0$. This holds for large $c$, because $q$ is then positive. As $e\to0$, both $q$ and $r$ tend to $2$, and therefore
$$E(c)\to v+\frac{2t^2}{4}=v+\frac{t^2}{2}.$$
The small-component potential $w$ has dropped out.

```lean
/-- As the speed of light grows, the upper level tends to `v + t²/2`. -/
theorem upperLevel_tendsto (v w t : ℝ) :
    Tendsto (fun c => upperLevel v w t c) atTop (𝓝 (v + t ^ 2 / 2)) := by
  have he : Tendsto (fun c : ℝ => (c ^ 2)⁻¹) atTop (𝓝 0) :=
    tendsto_inv_atTop_zero.comp (tendsto_pow_atTop two_ne_zero)
  have h0 : (2 + (v - w) * 0) + √((2 + (v - w) * 0) ^ 2 + 4 * t ^ 2 * 0) = 4 := by
    rw [show (2 + (v - w) * 0) ^ 2 + 4 * t ^ 2 * 0 = (2 : ℝ) ^ 2 by ring,
      Real.sqrt_sq (by norm_num)]
    ring
  -- the rationalised level is continuous in `e = 1/c²` at `e = 0`
  have hF : Tendsto (fun e : ℝ => v + 2 * t ^ 2 /
      ((2 + (v - w) * e) + √((2 + (v - w) * e) ^ 2 + 4 * t ^ 2 * e)))
      (𝓝 0) (𝓝 (v + t ^ 2 / 2)) := by
    have hden : (2 + (v - w) * 0) + √((2 + (v - w) * 0) ^ 2 + 4 * t ^ 2 * 0) ≠ 0 := by
      rw [h0]
      norm_num
    have hc : ContinuousAt (fun e : ℝ => v + 2 * t ^ 2 /
        ((2 + (v - w) * e) + √((2 + (v - w) * e) ^ 2 + 4 * t ^ 2 * e))) 0 :=
      continuousAt_const.add
        (continuousAt_const.div (Continuous.continuousAt (by fun_prop)) hden)
    have h1 : v + 2 * t ^ 2 /
        ((2 + (v - w) * 0) + √((2 + (v - w) * 0) ^ 2 + 4 * t ^ 2 * 0))
        = v + t ^ 2 / 2 := by
      rw [h0]
      ring
    rw [← h1]
    exact hc
  have hqt : Tendsto (fun c : ℝ => 2 + (v - w) * (c ^ 2)⁻¹) atTop
      (𝓝 (2 + (v - w) * 0)) := tendsto_const_nhds.add (tendsto_const_nhds.mul he)
  have hq := hqt.eventually_const_lt (show (0 : ℝ) < 2 + (v - w) * 0 by norm_num)
  refine (hF.comp he).congr' ?_
  filter_upwards [hq, eventually_gt_atTop (0 : ℝ)] with c hqc hc
  have hce : c ^ 2 * (c ^ 2)⁻¹ = 1 := mul_inv_cancel₀ (by positivity)
  have hepos : 0 < (c ^ 2)⁻¹ := by positivity
  simp only [Function.comp_apply, upperLevel]
  generalize (c ^ 2)⁻¹ = e at hqc hce hepos ⊢
  -- take the factor `c²` out of the square root
  have hdisc : (v - w + 2 * c ^ 2) ^ 2 + 4 * (c * t) ^ 2
      = (c ^ 2) ^ 2 * ((2 + (v - w) * e) ^ 2 + 4 * t ^ 2 * e) := by
    linear_combination (-(4 * c ^ 2 * (v - w) + (v - w) ^ 2 * (c ^ 2 * e + 1)
      + 4 * t ^ 2 * c ^ 2)) * hce
  rw [hdisc, Real.sqrt_mul (by positivity), Real.sqrt_sq (by positivity)]
  have hr := Real.sq_sqrt
    (show 0 ≤ (2 + (v - w) * e) ^ 2 + 4 * t ^ 2 * e by positivity)
  have hr0 := Real.sqrt_nonneg ((2 + (v - w) * e) ^ 2 + 4 * t ^ 2 * e)
  generalize √((2 + (v - w) * e) ^ 2 + 4 * t ^ 2 * e) = r at hr hr0 ⊢
  have hdiv : 2 * t ^ 2 / ((2 + (v - w) * e) + r)
      = c ^ 2 * (r - (2 + (v - w) * e)) / 2 := by
    rw [div_eq_iff (by linarith)]
    linear_combination (-c ^ 2 / 2) * hr - 2 * t ^ 2 * hce
  rw [hdiv]
  linear_combination (-(v - w) / 2) * hce
```

The statement `Tendsto … atTop (𝓝 (v + t ^ 2 / 2))` is the usual limit as $c\to+\infty$. In the proof, `he` says that $1/c^2\to0$, and `hF` says that the rationalised expression is continuous at $e=0$, where `h0` evaluates its denominator to 4. The algebra that follows matches the steps above: `hdisc` takes $c^4$ out of the discriminant, and `hdiv` is the rationalisation. After `generalize`, the inverse square is simply a number `e` tied to `c` by `hce`, the equation $c^2e=1$, and `linear_combination` can treat the rest as polynomial algebra.

### Replacing a function by one that agrees with it eventually

The proof turns on `Filter.Tendsto.congr'`. If one function has a limit along a filter, and a second function is eventually equal to it along that filter, then the second function has the same limit. For `atTop`, "eventually" means for all sufficiently large $c$.

That weaker form of equality is needed here. Take $t=0$, $w>v$ and, as a purely formal case, a positive $c$ so small that $w>v+2c^2$. The matrix is then diagonal and its larger eigenvalue is $w-2c^2$, whereas $q<0$ and $r=-q$, so the rationalised fraction has denominator zero. The two expressions agree only once $c$ is large enough.

The line `refine (hF.comp he).congr' ?_` accepts the limit of the rationalised expression and leaves the eventual equality as the goal. Then `filter_upwards` supplies a value of $c$ for which both $c>0$ and $q>0$ hold, the second condition coming from `hq`. From there on, the equality is an identity for one fixed $c$, and no limits remain in it.

## The part of $u$ that the small function misses

The projection of $u$ on the line of $x$ is $tx$. Since $\|x\|=1$,
$$\|u-tx\|^2=\|u\|^2-2t\langle x,u\rangle+t^2\|x\|^2=\|u\|^2-t^2 .$$

```lean
variable {V : Type*} [NormedAddCommGroup V] [InnerProductSpace ℝ V]

/-- For a unit vector `x`, the part of `u` outside the line of `x` has squared norm
`‖u‖² - ⟨x,u⟩²`. -/
theorem residual_norm_sq (u x : V) (hx : ‖x‖ = 1) :
    ‖u - ⟪x, u⟫_ℝ • x‖ ^ 2 = ‖u‖ ^ 2 - ⟪x, u⟫_ℝ ^ 2 := by
  rw [norm_sub_sq_real, real_inner_smul_right, norm_smul, hx, real_inner_comm x u,
    Real.norm_eq_abs, mul_one, sq_abs]
  ring
```

The space `V` may have any nonzero dimension, finite or infinite, and need not be complete. The hypothesis `hx` is the normalisation of the small function, and `⟪x, u⟫_ℝ` is $t$. The proof expands the squared norm of the difference and uses the symmetry of the real inner product.

## The bound and its equality case

The left side of the projection identity is nonnegative, so $t^2\le\|u\|^2$ and
$$v+\tfrac12t^2\le v+\tfrac12\|u\|^2 .$$
If equality holds, then $\|u-tx\|^2=0$ and $u=tx$. Conversely, if $u=ax$ for a real number $a$, then $t=a$ and $\|u\|^2=a^2$, and the two sides agree. The case $u=0$ is included, with $a=0$.

```lean
/-- Kinetic balance for a vector `u` and a unit vector `x` of a real inner-product space. The upper
level with `t = ⟨x,u⟩` tends to `v + ⟨x,u⟩²/2` as `c` grows; this limit is at most `v + ‖u‖²/2`,
with equality exactly when `u` is a multiple of `x`. -/
theorem kinetic_balance (v w : ℝ) (u x : V) (hx : ‖x‖ = 1) :
    Tendsto (fun c => upperLevel v w ⟪x, u⟫_ℝ c) atTop (𝓝 (v + ⟪x, u⟫_ℝ ^ 2 / 2)) ∧
      v + ⟪x, u⟫_ℝ ^ 2 / 2 ≤ v + ‖u‖ ^ 2 / 2 ∧
      (v + ⟪x, u⟫_ℝ ^ 2 / 2 = v + ‖u‖ ^ 2 / 2 ↔ ∃ a : ℝ, u = a • x) := by
  have hres := residual_norm_sq u x hx
  refine ⟨upperLevel_tendsto v w _, ?_, ?_, ?_⟩
  · have := sq_nonneg ‖u - ⟪x, u⟫_ℝ • x‖
    linarith
  · intro h
    -- equality leaves no residual
    have hz : ‖u - ⟪x, u⟫_ℝ • x‖ ^ 2 = 0 := by linarith
    exact ⟨⟪x, u⟫_ℝ, sub_eq_zero.mp (norm_eq_zero.mp (pow_eq_zero_iff two_ne_zero |>.mp hz))⟩
  · rintro ⟨a, rfl⟩
    rw [real_inner_smul_right, real_inner_self_eq_norm_sq, norm_smul, hx,
      Real.norm_eq_abs, mul_pow (|a|), sq_abs]
    ring
```

The theorem `kinetic_balance` joins three statements: the limit, the inequality, and the equivalence between equality and `∃ a : ℝ, u = a • x`. The first is `upperLevel_tendsto` with the overlap inserted for `t`. The other two follow from `residual_norm_sq` as in the calculation above. By `upperLevel_isGreatest`, the quantity whose limit is taken is the larger eigenvalue of the Dirac matrix for every $c$.

The inequality concerns the limit, not each finite $c$. Take $u=tx$ with $t\neq0$ and $w>v+t^2/2$. At $\mu=v+t^2/2$ the determinant $(\mu-v)(\mu-w+2c^2)-(ct)^2$ equals $\tfrac12t^2(v+\tfrac12t^2-w)$, which is negative. This $\mu$ therefore lies strictly between the two eigenvalues, and the upper level is above $v+\|u\|^2/2$ for every $c$.

In relativistic basis-set calculations, kinetic balance is a prescription for a whole basis: for every large-component function, the small-component space should contain its image under $\sigma\cdot p$. The theorem treats that condition for one function of each kind, with fixed potential expectation values and no self-consistent field. Within this model, it shows how an unsuitable small function lowers the kinetic energy found in the nonrelativistic limit.

## The missing kinetic energy

The size of the error follows from the same identity. Subtracting the limit from the full nonrelativistic value gives
$$\Bigl(v+\tfrac12\|u\|^2\Bigr)-\Bigl(v+\tfrac12t^2\Bigr)=\tfrac12\|u-tx\|^2 .$$
The deficit in the limit is half the squared norm of the component of $u$ orthogonal to $x$. If $x$ is orthogonal to $u$, the whole kinetic energy is lost and the level tends to $v$.

```lean
/-- For a unit small-component vector `x`, the amount by which the upper level falls short of
`v + ‖u‖²/2` tends, as `c` grows, to half the squared norm of the part of `u` outside the line of
`x`. -/
theorem missing_kinetic_energy (v w : ℝ) (u x : V) (hx : ‖x‖ = 1) :
    Tendsto (fun c => v + ‖u‖ ^ 2 / 2 - upperLevel v w ⟪x, u⟫_ℝ c) atTop
      (𝓝 (‖u - ⟪x, u⟫_ℝ • x‖ ^ 2 / 2)) := by
  have h : ‖u - ⟪x, u⟫_ℝ • x‖ ^ 2 / 2
      = v + ‖u‖ ^ 2 / 2 - (v + ⟪x, u⟫_ℝ ^ 2 / 2) := by
    rw [residual_norm_sq u x hx]
    ring
  rw [h]
  exact tendsto_const_nhds.sub (upperLevel_tendsto v w _)
```

The proof rewrites the target value with `residual_norm_sq` and subtracts the known limit from a constant.

## When the full nonrelativistic limit is reached

A function of $c$ has at most one limit as $c\to\infty$. If $E(c)$ tends to $v+\|u\|^2/2$, this number must equal $v+t^2/2$, and the equality case gives $u=ax$ for some real $a$. Conversely, if $u=ax$, the two numbers coincide and the limit already found is the full one.

In the Lean proof, `tendsto_nhds_unique` supplies the uniqueness of the limit, and `heq`, the third part of `kinetic_balance`, supplies the equality case.

```lean
/-- For a unit small-component vector `x`, the upper level tends to `v + ‖u‖²/2` as `c` grows
if and only if `u` is a multiple of `x`. -/
theorem full_limit_iff (v w : ℝ) (u x : V) (hx : ‖x‖ = 1) :
    Tendsto (fun c => upperLevel v w ⟪x, u⟫_ℝ c) atTop (𝓝 (v + ‖u‖ ^ 2 / 2)) ↔
      ∃ a : ℝ, u = a • x := by
  obtain ⟨hlim, -, heq⟩ := kinetic_balance v w u x hx
  rw [← heq]
  constructor
  · intro h
    exact tendsto_nhds_unique hlim h
  · intro h
    rw [← h]
    exact hlim

end

end KineticBalance
```

```lean
#print axioms KineticBalance.upperLevel_isGreatest
#print axioms KineticBalance.kinetic_balance
#print axioms KineticBalance.missing_kinetic_energy
#print axioms KineticBalance.full_limit_iff
```

```
'KineticBalance.upperLevel_isGreatest' depends on axioms: [propext, Classical.choice, Quot.sound]
'KineticBalance.kinetic_balance' depends on axioms: [propext, Classical.choice, Quot.sound]
'KineticBalance.missing_kinetic_energy' depends on axioms: [propext, Classical.choice, Quot.sound]
'KineticBalance.full_limit_iff' depends on axioms: [propext, Classical.choice, Quot.sound]
```
